# Truncating a multipole expansion with continuous radial parts never raises the Hartree energy in a sphere

A charge density inside an atomic sphere of radius $R>0$ is expanded in orthonormal real spherical harmonics, and the expansion is cut at some degree. A multipole channel $n(r)Y_{LM}$ with $L>0$ has regions of both signs, so it is not obvious whether the omitted channels would have raised or lowered the Hartree energy, the electrostatic interaction of this density with itself. For $n$ continuous on $[0,R]$, define

$$Q(r)=\int_0^r s^{L+2}n(s)\,ds,\qquad P(r)=\int_r^R s^{1-L}n(s)\,ds .$$

Then

$$2\int_0^R r^{1-L}nQ\,dr=\frac{Q(R)^2}{R^{2L+1}}+(2L+1)\int_0^R\frac{Q^2}{r^{2L+2}}\,dr .$$

The channel's self-repulsion is a positive multiple of the right-hand side, so an omitted channel can only have added to the Hartree energy.

## Angular cutoffs in PAW spheres

A PAW code with s, p and d partial waves produces on-site densities up to $L=4$, which is 25 channels. Stopping at $L=2$ keeps 9. One way to compute the energy of a kept channel is to accumulate $Q$ in an outward sweep over the radial grid and $P$ in an inward sweep, and then to form the channel's radial potential $V$ and its energy $E$:

$$V=\frac{4\pi}{2L+1}\left(\frac{Q}{r^{L+1}}+r^LP\right),\qquad E=\frac12\int_0^R r^2nV\,dr .$$

At fixed density with continuous radial parts, the cutoff can only lower the on-site Hartree energy of the all-electron density, and likewise that of the pseudo density with its compensation charge. The difference of the two, which enters the PAW energy, can move either way.

## From total derivatives to a sum of squares

Let $|n|\le B$ on $[0,R]$ and $u=Q/r^{L+1}$. Then $|u|\le BRr$ and $|r^{L+1}P|\le BR^2r$, so both vanish at the origin, and so does their product $QP$.

Since $Q'=r^{L+2}n$ and $P'=-r^{1-L}n$,

$$(QP)'=r^{L+2}nP-r^{1-L}nQ .$$

$QP$ also vanishes at $R$, where $P=0$. Integrating shows that the inner and outer parts of $V$ contribute equally to $E$.

Next, $u'=rn-(L+1)u/r$ gives

$$(ru^2)'=u^2+2ru\,u'=2r^2nu-(2L+1)u^2 .$$

Here $r^2nu=r^{1-L}nQ$ and $Ru(R)^2=Q(R)^2/R^{2L+1}$, so integration gives the identity. Therefore

$$E=\frac{4\pi}{2L+1}\int_0^R r^{1-L}nQ\,dr=\frac{2\pi}{2L+1}\left[\frac{Q(R)^2}{R^{2L+1}}+(2L+1)\int_0^R\frac{Q^2}{r^{2L+2}}dr\right]\ge0 .$$

If $n(r)\neq0$ at some $0<r<R$, then $Q'(r)\ne0$, so $Q$ is not identically zero and $E>0$.

For $L=0$ the enclosed charge is $q(r)=\sqrt{4\pi}\,Q(r)$, and $E=q(R)^2/(2R)+\tfrac12\int_0^R q^2/r^2\,dr$: the field energy outside the sphere plus that inside.

## The Lean file

```lean
import Mathlib

open MeasureTheory Set Filter Topology

namespace MultipoleHartree

noncomputable section

/-- The multipole integral `Q(r) = ∫₀ʳ s^(L+2) n(s) ds` of the charge inside radius `r`. -/
def innerMoment (L : ℕ) (n : ℝ → ℝ) (r : ℝ) : ℝ :=
  ∫ s in (0 : ℝ)..r, s ^ (L + 2) * n s

/-- The integral `∫ᵣᴿ s^(1-L) n(s) ds` over the charge outside radius `r`, for `0 < r ≤ R`. -/
def outerMoment (L : ℕ) (n : ℝ → ℝ) (R r : ℝ) : ℝ :=
  ∫ s in r..R, s / s ^ L * n s

/-- The radial electrostatic potential, for `0 < r ≤ R`, of the density `n(r) Y_LM`
confined to a sphere of radius `R`. -/
def potential (L : ℕ) (n : ℝ → ℝ) (R r : ℝ) : ℝ :=
  4 * Real.pi / (2 * L + 1) *
    (innerMoment L n r / r ^ (L + 1) + r ^ L * outerMoment L n R r)

/-- The self-repulsion `½ ∫₀ᴿ r² n V dr` of one multipole channel. -/
def selfRepulsion (L : ℕ) (n : ℝ → ℝ) (R : ℝ) : ℝ :=
  1 / 2 * ∫ r in (0 : ℝ)..R, r ^ 2 * n r * potential L n R r

/-- An angular channel: a degree `L` with one of its `2L+1` orders. -/
abbrev Channel := (L : ℕ) × Fin (2 * L + 1)

/-- The Hartree energy of the channels in `S`, the sum of their self-repulsions. -/
def hartree (S : Finset Channel) (n : Channel → ℝ → ℝ) (R : ℝ) : ℝ :=
  ∑ c ∈ S, selfRepulsion c.1 (n c) R

variable {L : ℕ} {n : ℝ → ℝ} {R : ℝ}

/-- A radial function continuous on `(0,R]` and bounded by `C r` on `[0,R]` is continuous
on `[0,R]`. -/
theorem continuousOn_of_linear_bound {f : ℝ → ℝ} {C : ℝ} (hf : ContinuousOn f (Ioc 0 R))
    (hb : ∀ r ∈ Icc 0 R, |f r| ≤ C * r) : ContinuousOn f (Icc 0 R) := by
  intro x hx
  rcases hx.1.eq_or_lt with rfl | h
  · have h0 : f 0 = 0 := by simpa using hb 0 hx
    have ht : Tendsto (fun r : ℝ => C * r) (𝓝 0) (𝓝 (C * 0)) :=
      (by fun_prop : Continuous fun r : ℝ => C * r).tendsto 0
    rw [mul_zero] at ht
    rw [ContinuousWithinAt, h0]
    refine squeeze_zero_norm' ?_ (ht.mono_left nhdsWithin_le_nhds)
    filter_upwards [self_mem_nhdsWithin] with r hr
    rw [Real.norm_eq_abs]
    exact hb r hr
  · refine (hf x ⟨h, hx.2⟩).mono_of_mem_nhdsWithin ?_
    filter_upwards [self_mem_nhdsWithin, mem_nhdsWithin_of_mem_nhds (Ioi_mem_nhds h)]
      with r hr hr' using ⟨hr', hr.2⟩

/-- For `n` continuous on `[0,R]`, the multipole integral grows at the rate `r^(L+2) n(r)`
at each `0 < r < R`. -/
theorem hasDerivAt_innerMoment (hn : ContinuousOn n (Icc 0 R)) {r : ℝ} (hr : r ∈ Ioo 0 R) :
    HasDerivAt (innerMoment L n) (r ^ (L + 2) * n r) r := by
  have hc : ContinuousOn (fun s => s ^ (L + 2) * n s) (Icc 0 R) :=
    (continuous_pow _).continuousOn.mul hn
  exact intervalIntegral.integral_hasDerivAt_right
    ((hc.mono (Icc_subset_Icc_right hr.2.le)).intervalIntegrable_of_Icc hr.1.le)
    ((hc.mono Ioo_subset_Icc_self).stronglyMeasurableAtFilter isOpen_Ioo r hr)
    (hc.continuousAt (Icc_mem_nhds hr.1 hr.2))

/-- For `n` continuous on `[0,R]`, `R > 0`, the inner part of the potential and `r` times its
outer part (both without the prefactor) are continuous on `[0,R]`. -/
theorem continuousOn_parts (hR : 0 < R) (hn : ContinuousOn n (Icc 0 R)) :
    ContinuousOn (fun r => innerMoment L n r / r ^ (L + 1)) (Icc 0 R) ∧
    ContinuousOn (fun r => r ^ (L + 1) * outerMoment L n R r) (Icc 0 R) := by
  obtain ⟨M, hM⟩ := isCompact_Icc.exists_bound_of_continuousOn hn
  have hM0 : 0 ≤ M := (norm_nonneg _).trans (hM 0 ⟨le_rfl, hR.le⟩)
  constructor
  · refine continuousOn_of_linear_bound (C := M * R) ?_ ?_
    · have hc : ContinuousOn (fun s => s ^ (L + 2) * n s) (uIcc 0 R) := by
        rw [uIcc_of_le hR.le]
        exact (continuous_pow _).continuousOn.mul hn
      have hQ := intervalIntegral.continuousOn_primitive_interval (μ := volume)
        (hc.integrableOn_compact isCompact_uIcc)
      rw [uIcc_of_le hR.le] at hQ
      exact (hQ.mono Ioc_subset_Icc_self).div (continuous_pow _).continuousOn
        (fun r hr => (pow_pos hr.1 _).ne')
    · intro r hr
      rcases hr.1.eq_or_lt with rfl | h0
      · simp
      have hb : ‖∫ s in (0 : ℝ)..r, s ^ (L + 2) * n s‖ ≤ r ^ (L + 2) * M * |r - 0| := by
        refine intervalIntegral.norm_integral_le_of_norm_le_const fun s hs => ?_
        rw [uIoc_of_le hr.1] at hs
        rw [norm_mul, norm_pow, Real.norm_of_nonneg hs.1.le]
        exact mul_le_mul (pow_le_pow_left₀ hs.1.le hs.2 _)
          (hM s ⟨hs.1.le, hs.2.trans hr.2⟩) (norm_nonneg _) (pow_nonneg hr.1 _)
      rw [sub_zero, abs_of_pos h0] at hb
      rw [abs_div, abs_of_pos (pow_pos h0 _), div_le_iff₀ (pow_pos h0 _)]
      calc |innerMoment L n r| ≤ r ^ (L + 2) * M * r := hb
        _ ≤ r ^ (L + 2) * M * R := mul_le_mul_of_nonneg_left hr.2 (by positivity)
        _ = M * R * r * r ^ (L + 1) := by ring
  · have hw : ContinuousOn (fun s => s / s ^ L * n s) (Ioc 0 R) :=
      (continuousOn_id.div (continuous_pow L).continuousOn
        (fun s hs => (pow_pos hs.1 L).ne')).mul (hn.mono Ioc_subset_Icc_self)
    refine continuousOn_of_linear_bound (C := M * R * R) ?_ ?_
    · intro r hr
      have hle : r / 2 ≤ R := by linarith [hr.1, hr.2]
      have hc : ContinuousOn (fun s => s / s ^ L * n s) (uIcc (r / 2) R) := by
        rw [uIcc_of_le hle]
        exact hw.mono fun s hs => ⟨by linarith [hr.1, hs.1], hs.2⟩
      have hP := intervalIntegral.continuousOn_primitive_interval_left (μ := volume)
        (hc.integrableOn_compact isCompact_uIcc)
      rw [uIcc_of_le hle] at hP
      refine (continuous_pow _).continuousWithinAt.mul
        ((hP r ⟨by linarith [hr.1], hr.2⟩).mono_of_mem_nhdsWithin ?_)
      filter_upwards [self_mem_nhdsWithin,
        mem_nhdsWithin_of_mem_nhds (Ioi_mem_nhds (half_lt_self hr.1))]
        with x hx hx' using ⟨le_of_lt hx', hx.2⟩
    · intro r hr
      rcases hr.1.eq_or_lt with rfl | h0
      · simp
      have hb : ‖∫ s in r..R, s / s ^ L * n s‖ ≤ R / r ^ L * M * |R - r| := by
        refine intervalIntegral.norm_integral_le_of_norm_le_const fun s hs => ?_
        rw [uIoc_of_le hr.2] at hs
        have hs0 : 0 < s := h0.trans hs.1
        rw [norm_mul, Real.norm_of_nonneg (by positivity : 0 ≤ s / s ^ L)]
        exact mul_le_mul (div_le_div₀ hR.le hs.2 (pow_pos h0 _)
          (pow_le_pow_left₀ h0.le hs.1.le _)) (hM s ⟨hs0.le, hs.2⟩)
          (norm_nonneg _) (by positivity)
      rw [abs_of_nonneg (sub_nonneg.2 hr.2)] at hb
      have hx : r ^ (L + 1) * (R / r ^ L) = r * R := by
        rw [pow_succ r L]
        field_simp
      rw [abs_mul, abs_of_pos (pow_pos h0 _)]
      calc r ^ (L + 1) * |outerMoment L n R r|
          ≤ r ^ (L + 1) * (R / r ^ L * M * (R - r)) :=
            mul_le_mul_of_nonneg_left hb (by positivity)
        _ = M * R * r * (R - r) := by linear_combination (M * (R - r)) * hx
        _ ≤ M * R * r * R := mul_le_mul_of_nonneg_left (by linarith) (by positivity)
        _ = M * R * R * r := by ring

/-- Reciprocity: for `n` continuous on `[0,R]`, `R > 0`, the outer and the inner part of the
potential contribute equally to the self-repulsion. -/
theorem reciprocity (hR : 0 < R) (hn : ContinuousOn n (Icc 0 R)) :
    ∫ r in (0 : ℝ)..R, r * n r * (r ^ (L + 1) * outerMoment L n R r) =
      ∫ r in (0 : ℝ)..R, r ^ 2 * n r * (innerMoment L n r / r ^ (L + 1)) := by
  obtain ⟨hu, hw⟩ := continuousOn_parts (L := L) hR hn
  have hi1 : IntervalIntegrable
      (fun r => r * n r * (r ^ (L + 1) * outerMoment L n R r)) volume 0 R :=
    ((continuousOn_id.mul hn).mul hw).intervalIntegrable_of_Icc hR.le
  have hi2 : IntervalIntegrable
      (fun r => r ^ 2 * n r * (innerMoment L n r / r ^ (L + 1))) volume 0 R :=
    (((continuous_pow 2).continuousOn.mul hn).mul hu).intervalIntegrable_of_Icc hR.le
  have hc : ContinuousOn (fun s => s / s ^ L * n s) (Ioc 0 R) :=
    (continuousOn_id.div (continuous_pow L).continuousOn
      (fun s hs => (pow_pos hs.1 L).ne')).mul (hn.mono Ioc_subset_Icc_self)
  have hF : ContinuousOn (fun r => innerMoment L n r / r ^ (L + 1) *
      (r ^ (L + 1) * outerMoment L n R r)) (Icc 0 R) := hu.mul hw
  -- differentiate the product of the inner and the outer integral
  have key : ∀ r ∈ Ioo 0 R, HasDerivAt (fun r => innerMoment L n r / r ^ (L + 1) *
      (r ^ (L + 1) * outerMoment L n R r))
      (r * n r * (r ^ (L + 1) * outerMoment L n R r) -
        r ^ 2 * n r * (innerMoment L n r / r ^ (L + 1))) r := by
    intro r hr
    have hr0 : r ≠ 0 := hr.1.ne'
    have hP : HasDerivAt (outerMoment L n R) (-(r / r ^ L * n r)) r :=
      intervalIntegral.integral_hasDerivAt_left
        ((hc.mono fun s hs => ⟨hr.1.trans_le hs.1, hs.2⟩).intervalIntegrable_of_Icc hr.2.le)
        ((hc.mono Ioo_subset_Ioc_self).stronglyMeasurableAtFilter isOpen_Ioo r hr)
        (hc.continuousAt (Ioc_mem_nhds hr.1 hr.2))
    refine (((hasDerivAt_innerMoment (L := L) hn hr).fun_mul hP).congr_of_eventuallyEq
      ?_).congr_deriv ?_
    · filter_upwards [Ioi_mem_nhds hr.1] with x hx
      have hx0 : x ≠ 0 := (mem_Ioi.mp hx).ne'
      field_simp
    · have e : r / r ^ L = r ^ 2 / r ^ (L + 1) := by
        rw [pow_succ r L]
        field_simp
      rw [e]
      ring
  have h := intervalIntegral.integral_eq_sub_of_hasDerivAt_of_le hR.le hF key (hi1.sub hi2)
  have hPR : outerMoment L n R R = 0 := intervalIntegral.integral_same
  have hz : (0 : ℝ) ^ (L + 1) = 0 := zero_pow (by omega)
  rw [intervalIntegral.integral_sub hi1 hi2] at h
  simp only [hPR, hz, mul_zero, zero_mul, sub_zero] at h
  linarith

/-- The multipole identity: for `n` continuous on `[0,R]`, `R > 0`, twice the integral of
`r^(1-L) n Q` is a boundary square plus a weighted integral of `Q²`. -/
theorem multipole_identity (hR : 0 < R) (hn : ContinuousOn n (Icc 0 R)) :
    2 * ∫ r in (0 : ℝ)..R, r / r ^ L * n r * innerMoment L n r =
      innerMoment L n R ^ 2 / R ^ (2 * L + 1) +
        (2 * L + 1) * ∫ r in (0 : ℝ)..R, innerMoment L n r ^ 2 / r ^ (2 * L + 2) := by
  have hu := (continuousOn_parts (L := L) hR hn).1
  have e1 : ∀ r, r / r ^ L * n r * innerMoment L n r =
      r ^ 2 * n r * (innerMoment L n r / r ^ (L + 1)) := by
    intro r
    rcases eq_or_ne r 0 with rfl | h
    · simp
    · rw [pow_succ r L]
      field_simp
  have e2 : ∀ r, innerMoment L n r ^ 2 / r ^ (2 * L + 2) =
      (innerMoment L n r / r ^ (L + 1)) ^ 2 := by
    intro r
    rw [div_pow, ← pow_mul, show (L + 1) * 2 = 2 * L + 2 by ring]
  have e3 : R * (innerMoment L n R / R ^ (L + 1)) ^ 2 =
      innerMoment L n R ^ 2 / R ^ (2 * L + 1) := by
    rw [← e2, pow_succ R (2 * L + 1)]
    field_simp
  have hi1 : IntervalIntegrable
      (fun r => r ^ 2 * n r * (innerMoment L n r / r ^ (L + 1))) volume 0 R :=
    (((continuous_pow 2).continuousOn.mul hn).mul hu).intervalIntegrable_of_Icc hR.le
  have hi2 : IntervalIntegrable
      (fun r => (innerMoment L n r / r ^ (L + 1)) ^ 2) volume 0 R :=
    (hu.pow 2).intervalIntegrable_of_Icc hR.le
  have hF : ContinuousOn (fun r => r * (innerMoment L n r / r ^ (L + 1)) ^ 2) (Icc 0 R) :=
    continuousOn_id.mul (hu.pow 2)
  -- the total derivative behind the identity
  have key : ∀ r ∈ Ioo 0 R, HasDerivAt (fun r => r * (innerMoment L n r / r ^ (L + 1)) ^ 2)
      (2 * (r ^ 2 * n r * (innerMoment L n r / r ^ (L + 1))) -
        (2 * L + 1) * (innerMoment L n r / r ^ (L + 1)) ^ 2) r := by
    intro r hr
    have hr0 : r ≠ 0 := hr.1.ne'
    have hd := (hasDerivAt_innerMoment (L := L) hn hr).fun_div (hasDerivAt_pow (L + 1) r)
      (pow_pos hr.1 _).ne'
    refine ((hasDerivAt_id' r).fun_mul (hd.fun_pow 2)).congr_deriv ?_
    simp only [Nat.add_sub_cancel, Nat.reduceSub, pow_succ r L, pow_add r L 2]
    push_cast
    field_simp
    ring
  have h := intervalIntegral.integral_eq_sub_of_hasDerivAt_of_le hR.le hF key
    ((hi1.const_mul 2).sub (hi2.const_mul _))
  rw [intervalIntegral.integral_sub (hi1.const_mul 2) (hi2.const_mul _),
    intervalIntegral.integral_const_mul, intervalIntegral.integral_const_mul] at h
  simp only [e3, zero_mul, sub_zero] at h
  simp only [e1, e2]
  linarith

/-- For `n` continuous on `[0,R]`, `R > 0`, the self-repulsion of a multipole channel is a
positive multiple of a sum of squares. -/
theorem selfRepulsion_eq (hR : 0 < R) (hn : ContinuousOn n (Icc 0 R)) :
    selfRepulsion L n R = 2 * Real.pi / (2 * L + 1) *
      (innerMoment L n R ^ 2 / R ^ (2 * L + 1) +
        (2 * L + 1) * ∫ r in (0 : ℝ)..R, innerMoment L n r ^ 2 / r ^ (2 * L + 2)) := by
  obtain ⟨hu, hw⟩ := continuousOn_parts (L := L) hR hn
  have hi1 : IntervalIntegrable
      (fun r => r ^ 2 * n r * (innerMoment L n r / r ^ (L + 1))) volume 0 R :=
    (((continuous_pow 2).continuousOn.mul hn).mul hu).intervalIntegrable_of_Icc hR.le
  have hi2 : IntervalIntegrable
      (fun r => r * n r * (r ^ (L + 1) * outerMoment L n R r)) volume 0 R :=
    ((continuousOn_id.mul hn).mul hw).intervalIntegrable_of_Icc hR.le
  have e1 : ∀ r, r / r ^ L * n r * innerMoment L n r =
      r ^ 2 * n r * (innerMoment L n r / r ^ (L + 1)) := by
    intro r
    rcases eq_or_ne r 0 with rfl | h
    · simp
    · rw [pow_succ r L]
      field_simp
  have hV : ∀ r, r ^ 2 * n r * potential L n R r = 4 * Real.pi / (2 * L + 1) *
      (r ^ 2 * n r * (innerMoment L n r / r ^ (L + 1)) +
        r * n r * (r ^ (L + 1) * outerMoment L n R r)) := by
    intro r
    unfold potential
    ring
  rw [← multipole_identity hR hn]
  unfold selfRepulsion
  simp only [hV, e1]
  rw [intervalIntegral.integral_const_mul, intervalIntegral.integral_add hi1 hi2,
    reciprocity hR hn]
  ring

/-- The self-repulsion of a multipole channel with `n` continuous on `[0,R]`, `R > 0`, is
nonnegative. -/
theorem selfRepulsion_nonneg (hR : 0 < R) (hn : ContinuousOn n (Icc 0 R)) :
    0 ≤ selfRepulsion L n R := by
  rw [selfRepulsion_eq hR hn]
  have h : 0 ≤ ∫ r in (0 : ℝ)..R, innerMoment L n r ^ 2 / r ^ (2 * L + 2) :=
    intervalIntegral.integral_nonneg hR.le
      fun r hr => div_nonneg (sq_nonneg _) (pow_nonneg hr.1 _)
  exact mul_nonneg (by positivity) (add_nonneg (by positivity) (mul_nonneg (by positivity) h))

/-- If `n` is continuous on `[0,R]` and nonzero at some `0 < r < R`, the self-repulsion is
strictly positive. -/
theorem selfRepulsion_pos (hn : ContinuousOn n (Icc 0 R)) {r : ℝ} (hr : r ∈ Ioo 0 R)
    (hnr : n r ≠ 0) : 0 < selfRepulsion L n R := by
  have hR : 0 < R := hr.1.trans hr.2
  -- a multipole integral vanishing throughout would force `n r = 0`
  obtain ⟨x, hx, hQx⟩ : ∃ x ∈ Ioo 0 R, innerMoment L n x ≠ 0 := by
    by_contra! h
    have h0 : HasDerivAt (innerMoment L n) 0 r :=
      (hasDerivAt_const r (0 : ℝ)).congr_of_eventuallyEq (by
        filter_upwards [Ioo_mem_nhds hr.1 hr.2] with x hx using h x hx)
    exact mul_ne_zero (pow_pos hr.1 _).ne' hnr ((hasDerivAt_innerMoment hn hr).unique h0)
  have hc : ContinuousOn (fun r => innerMoment L n r ^ 2 / r ^ (2 * L + 2)) (Icc 0 R) := by
    refine ((continuousOn_parts (L := L) hR hn).1.pow 2).congr fun r _ => ?_
    change innerMoment L n r ^ 2 / r ^ (2 * L + 2) = (innerMoment L n r / r ^ (L + 1)) ^ 2
    rw [div_pow, ← pow_mul, show (L + 1) * 2 = 2 * L + 2 by ring]
  have h : 0 < ∫ r in (0 : ℝ)..R, innerMoment L n r ^ 2 / r ^ (2 * L + 2) :=
    intervalIntegral.integral_pos hR hc
      (fun r hr => div_nonneg (sq_nonneg _) (pow_nonneg hr.1.le _))
      ⟨x, Ioo_subset_Icc_self hx, div_pos (pow_pos (abs_pos.2 hQx) 2 |>.trans_eq (sq_abs _))
        (pow_pos hx.1 _)⟩
  rw [selfRepulsion_eq hR hn]
  exact mul_pos (by positivity)
    (add_pos_of_nonneg_of_pos (by positivity) (mul_pos (by positivity) h))

/-- Dropping channels from a finite angular expansion with radial parts continuous on `[0,R]`,
`R > 0`, never raises the Hartree energy. -/
theorem hartree_mono {S T : Finset Channel} {n : Channel → ℝ → ℝ} (hR : 0 < R)
    (hn : ∀ c ∈ T, ContinuousOn (n c) (Icc 0 R)) (hST : S ⊆ T) :
    hartree S n R ≤ hartree T n R :=
  Finset.sum_le_sum_of_subset_of_nonneg hST fun c hc _ => selfRepulsion_nonneg hR (hn c hc)

/-- If the self-repulsions of all channels, with radial parts continuous on `[0,R]`, `R > 0`,
sum to `E`, every finite truncation has Hartree energy at most `E`. -/
theorem hartree_truncation_le {n : Channel → ℝ → ℝ} {E : ℝ} (hR : 0 < R)
    (hn : ∀ c, ContinuousOn (n c) (Icc 0 R))
    (hE : HasSum (fun c : Channel => selfRepulsion c.1 (n c) R) E) (S : Finset Channel) :
    hartree S n R ≤ E :=
  sum_le_hasSum S (fun c _ => selfRepulsion_nonneg hR (hn c)) hE

end

end MultipoleHartree
```

```lean
#print axioms MultipoleHartree.selfRepulsion_pos
-- 'MultipoleHartree.selfRepulsion_pos' depends on axioms: [propext, Classical.choice, Quot.sound]
#print axioms MultipoleHartree.hartree_mono
-- 'MultipoleHartree.hartree_mono' depends on axioms: [propext, Classical.choice, Quot.sound]
#print axioms MultipoleHartree.hartree_truncation_le
-- 'MultipoleHartree.hartree_truncation_le' depends on axioms: [propext, Classical.choice, Quot.sound]
```

## Fixed densities and exact integrals

`innerMoment` is $Q$, `outerMoment` is $P$, and `r / r ^ L` stands for $r^{1-L}$. A `Channel` is a degree $L$ with one of its $2L+1$ orders. `hartree` sums `selfRepulsion` over a finite set of channels, in Hartree atomic units.

`continuousOn_parts` uses the bounds at the origin to prove that $Q/r^{L+1}$ and $r^{L+1}P$ are continuous on $[0,R]$. In `reciprocity` and `multipole_identity`, the step `key` computes the two total derivatives above, and the fundamental theorem of calculus integrates them. `selfRepulsion_eq` combines the results; `selfRepulsion_nonneg` and `selfRepulsion_pos` read off the sign.

`hartree_mono` compares any two nested finite sets of channels, so the cutoff need not be by degree. `hartree_truncation_le` bounds every finite truncation by the sum over all channels, called `E` in the code, whose convergence is assumed through `HasSum`.

The formula for $V$ and the absence of cross terms between channels enter as definitions; they stand for the multipole expansion of the Coulomb interaction and the orthonormality of the harmonics. Continuity at $r=0$ excludes densities that diverge at a point nucleus. The integrals are exact, so the error of a radial quadrature has to be estimated separately, and the density is held fixed, with no self-consistent response to the cutoff.
